# The transcorrelated kinetic energy as the bare kinetic energy minus drift, pair and triple terms

The theorem expands the similarity-transformed kinetic energy f⁻¹Tf, where T = −½ ∑ D_ia² runs over finitely many particles i and components a, and f is an invertible correlation factor whose logarithmic gradient at particle i is the sum of vectors w_ij over the other particles j. Applied to any element p, it equals Tp minus the sum over ordered pairs i ≠ j of w_ij · (D_i p) + ½ (D_i · w_ij) p, where in the second term D_i acts on w_ij only, minus p times ½ ∑ w_ij · w_ij over the same pairs, and minus p times ½ ∑ w_ij · w_ik over distinct i, j, k. The setting is algebraic: functions are elements of a commutative real algebra, the D_ia are derivations on it, and no potential energy enters. The proof applies an identity for a single conjugated second derivative to each component, adds the components up for each particle in the step `key`, and then sums over particles with the factor −½.

Lean 4 with Mathlib refuses this proof:

```lean
import Mathlib

open Finset
open scoped ContDiff

namespace Transcorrelation

noncomputable section

variable {A ι κ : Type*} [CommRing A] [Algebra ℝ A] [Fintype ι] [DecidableEq ι] [Fintype κ]

/-- Kinetic energy `T = -(1/2) ∑ D_ia²`, summed over particles `i` and Cartesian components `a`. -/
def kinetic (D : ι → κ → Derivation ℝ A A) (p : A) : A :=
  (-(1 / 2) : ℝ) • ∑ i, ∑ a, D i a (D i a p)

/-- The logarithmic gradient of the correlation factor `f` at particle `i` is the sum of the
pair vectors `w i j` over the other particles `j`. -/
def HasPairGradient (D : ι → κ → Derivation ℝ A A) (f : Aˣ) (w : ι → ι → κ → A) : Prop :=
  ∀ i a, D i a (f : A) = f * ∑ j ∈ univ.erase i, w i j a

/-- The similarity-transformed kinetic energy `f⁻¹ T f`. -/
def transcorrelated (D : ι → κ → Derivation ℝ A A) (f : Aˣ) (p : A) : A :=
  (↑f⁻¹ : A) * kinetic D (f * p)

/-- The first-order operator `A_ij = w_ij · D_i + (D_i · w_ij) / 2`. -/
def pairDrift (D : ι → κ → Derivation ℝ A A) (w : ι → ι → κ → A) (i j : ι) (p : A) : A :=
  ∑ a, (w i j a * D i a p + (1 / 2 : ℝ) • (D i a (w i j a) * p))

/-- The function `(1/2) ∑ w_ij · w_ij`, summed over ordered pairs `i ≠ j`. -/
def pairTerm (w : ι → ι → κ → A) : A :=
  (1 / 2 : ℝ) • ∑ i, ∑ j ∈ univ.erase i, ∑ a, w i j a ^ 2

/-- The function `(1/2) ∑ w_ij · w_ik`, summed over distinct `i, j, k`. -/
def tripleTerm (w : ι → ι → κ → A) : A :=
  (1 / 2 : ℝ) • ∑ i, ∑ j ∈ univ.erase i, ∑ k ∈ (univ.erase i).erase j, ∑ a, w i j a * w i k a

omit [Fintype ι] in
/-- One second derivative, conjugated by a factor `f` with logarithmic derivative `∑ w_j`, is the
second derivative itself plus first-order, squared and mixed terms. -/
theorem conj_second_derivative (d : Derivation ℝ A A) (f : Aˣ) (s : Finset ι) (w : ι → A)
    (hf : d (f : A) = f * ∑ j ∈ s, w j) (p : A) :
    (↑f⁻¹ : A) * d (d (f * p)) = d (d p)
      + (2 : ℝ) • ∑ j ∈ s, (w j * d p + (1 / 2 : ℝ) • (d (w j) * p))
      + (∑ j ∈ s, w j ^ 2) * p + (∑ j ∈ s, ∑ k ∈ s.erase j, w j * w k) * p := by
  -- the square of the total gradient, split into equal and different partners
  have hsq : (∑ j ∈ s, w j) ^ 2
      = ∑ j ∈ s, w j ^ 2 + ∑ j ∈ s, ∑ k ∈ s.erase j, w j * w k := by
    rw [sq, sum_mul_sum, ← sum_add_distrib]
    refine sum_congr rfl fun j hj => ?_
    rw [sq]
    exact (add_sum_erase s (fun k => w j * w k) hj).symm
  have hdrift : (2 : ℝ) • ∑ j ∈ s, (w j * d p + (1 / 2 : ℝ) • (d (w j) * p))
      = (2 : ℝ) • ((∑ j ∈ s, w j) * d p) + d (∑ j ∈ s, w j) * p := by
    rw [sum_add_distrib, ← smul_sum, ← sum_mul, ← sum_mul, ← map_sum]
    module
  rw [hdrift, add_assoc, ← add_mul, ← hsq]
  generalize (∑ j ∈ s, w j) = g at hf ⊢
  -- the Leibniz rule, used twice
  have h1 : d (f * p) = f * (g * p + d p) := by
    rw [Derivation.leibniz, hf]
    simp only [smul_eq_mul]
    ring
  have h2 : d (d (f * p)) = f * (d (d p) + 2 * (g * d p) + d g * p + g ^ 2 * p) := by
    rw [h1]
    simp only [Derivation.leibniz, map_add, hf, smul_eq_mul]
    ring
  have h3 : (2 : ℝ) • (g * d p) = 2 * (g * d p) := by
    rw [two_smul, two_mul]
  rw [h2, ← mul_assoc, Units.inv_mul, one_mul, h3]
  ring

/-- The transcorrelated kinetic energy is the bare one minus the sum of the operators `A_ij` over `i
≠ j` and minus multiplication by `pairTerm w` and by `tripleTerm w`. -/
theorem transcorrelated_eq (D : ι → κ → Derivation ℝ A A) (f : Aˣ) (w : ι → ι → κ → A)
    (hf : HasPairGradient D f w) (p : A) :
    transcorrelated D f p = kinetic D p - ∑ i, ∑ j ∈ univ.erase i, pairDrift D w i j p
      - pairTerm w * p - tripleTerm w * p := by
  -- contribution of one particle, summed over its Cartesian components
  have key : ∀ i, ∑ a, (↑f⁻¹ : A) * D i a (D i a (f * p)) = ∑ a, D i a (D i a p)
      + (2 : ℝ) • ∑ j ∈ univ.erase i, pairDrift D w i j p
      + (∑ j ∈ univ.erase i, ∑ a, w i j a ^ 2) * p
      + (∑ j ∈ univ.erase i, ∑ k ∈ (univ.erase i).erase j, ∑ a, w i j a * w i k a) * p := by
    intro i
    have e1 : ∑ j ∈ univ.erase i, pairDrift D w i j p = ∑ a, ∑ j ∈ univ.erase i,
        (w i j a * D i a p + (1 / 2 : ℝ) • (D i a (w i j a) * p)) := by
      unfold pairDrift
      exact sum_comm
    have e2 : ∑ j ∈ univ.erase i, ∑ a, w i j a ^ 2
        = ∑ a, ∑ j ∈ univ.erase i, w i j a ^ 2 := sum_comm
    have e3 : ∑ j ∈ univ.erase i, ∑ k ∈ (univ.erase i).erase j, ∑ a, w i j a * w i k a
        = ∑ a, ∑ j ∈ univ.erase i, ∑ k ∈ (univ.erase i).erase j, w i j a * w i k a :=
      (sum_congr rfl fun j _ => sum_comm).trans sum_comm
    rw [sum_congr rfl (fun a _ => conj_second_derivative (D i a) f (univ.erase i)
      (fun j => w i j a) (hf i a) p), e1, e2, e3]
    simp only [sum_add_distrib, smul_sum, sum_mul]
  unfold transcorrelated kinetic pairTerm tripleTerm
  rw [mul_smul_comm, mul_sum, sum_congr rfl (fun i _ => (mul_sum _ _ _).trans (key i)),
    sum_add_distrib, sum_add_distrib, sum_add_distrib, ← smul_sum, ← sum_mul, ← sum_mul,
    smul_mul_assoc, smul_mul_assoc]
  module

end

end Transcorrelation
```

Compiling this gives:

```
Main.lean:82:90: error: unsolved goals
A : Type u_1
ι : Type u_2
κ : Type u_3
inst✝⁴ : CommRing A
inst✝³ : Algebra ℝ A
inst✝² : Fintype ι
inst✝¹ : DecidableEq ι
inst✝ : Fintype κ
D : ι → κ → Derivation ℝ A A
f : Aˣ
w : ι → ι → κ → A
hf : HasPairGradient D f w
p : A
i : ι
e1 :
  ∑ j ∈ univ.erase i, pairDrift D w i j p =
    ∑ a, ∑ j ∈ univ.erase i, (w i j a * (D i a) p + (1 / 2) • ((D i a) (w i j a) * p))
e2 : ∑ j ∈ univ.erase i, ∑ a, w i j a ^ 2 = ∑ a, ∑ j ∈ univ.erase i, w i j a ^ 2
e3 :
  ∑ j ∈ univ.erase i, ∑ k ∈ (univ.erase i).erase j, ∑ a, w i j a * w i k a =
    ∑ a, ∑ j ∈ univ.erase i, ∑ k ∈ (univ.erase i).erase j, w i j a * w i k a
⊢ ∑ x, (D i x) ((D i x) p) +
          ∑ x,
            2 •
              (∑ x_1 ∈ univ.erase i, w i x_1 x * (D i x) p +
                ∑ x_1 ∈ univ.erase i, (1 / 2) • ((D i x) (w i x_1 x) * p)) +
        ∑ x, ∑ i_1 ∈ univ.erase i, w i i_1 x ^ 2 * p +
      ∑ x, ∑ x_1 ∈ univ.erase i, ∑ i_1 ∈ (univ.erase i).erase x_1, w i x_1 x * w i i_1 x * p =
    ∑ x, (D i x) ((D i x) p) +
          2 •
            (∑ x, ∑ x_1 ∈ univ.erase i, w i x_1 x * (D i x) p +
              ∑ x, ∑ x_1 ∈ univ.erase i, (1 / 2) • ((D i x) (w i x_1 x) * p)) +
        ∑ x, ∑ i_1 ∈ univ.erase i, w i i_1 x ^ 2 * p +
      ∑ x, ∑ x_1 ∈ univ.erase i, ∑ i_1 ∈ (univ.erase i).erase x_1, w i x_1 x * w i i_1 x * p
Main.lean:95:32: warning: This simp argument is unused:
  smul_sum

Hint: Omit it from the simp argument list.
  [apply] simp only [sum_add_distrib, sum_mul]

Note: This linter can be disabled with `set_option linter.unusedSimpArgs false`
```

Diagnosis. The error is in `key`, where the two sides left by `simp only` differ only in the place of the scalar 2: on the left it stands inside the sum over components, on the right outside it. `smul_sum` was meant to move it inwards, but it needs a scalar times a single sum. `simp` works on inner terms first, so `sum_add_distrib` had already split the sum under the scalar into two. What remained was 2 times an addition, which `smul_sum` does not match, and the warning accordingly reports that lemma as unused.

The repair reverses the lemma. `← smul_sum` takes the constant 2 out of the sum over components on the left, after which `sum_add_distrib` can split that sum as on the right. It also takes the factors 1/2 out of their sums, on both sides alike.

Changing `sum_mul` to `← sum_mul` collects common right-hand factors instead of distributing them. The reported error does not call for this change, since the terms multiplied out by `sum_mul` already agreed.

This version goes through:

```diff
@@ -93,5 +93,5 @@
     rw [sum_congr rfl (fun a _ => conj_second_derivative (D i a) f (univ.erase i)
       (fun j => w i j a) (hf i a) p), e1, e2, e3]
-    simp only [sum_add_distrib, smul_sum, sum_mul]
+    simp only [sum_add_distrib, ← smul_sum, ← sum_mul]
   unfold transcorrelated kinetic pairTerm tripleTerm
   rw [mul_smul_comm, mul_sum, sum_congr rfl (fun i _ => (mul_sum _ _ _).trans (key i)),
```
